# Multiplying by the group order replaces the symmetry sum of a covariant k-point quantity exactly when its value is invariant

Q: When I sum over the Brillouin zone, I visit only the irreducible k-points and multiply each contribution by a weight. For the band energy that finishes the job, but the density and the forces still have to be symmetrised. You say that a formal theorem separates the two cases. What does it say in ordinary mathematics?

A: Let $G$ be a finite symmetry group acting on the k-points, and write $gk$ for the image of $k$ under $g$. Let $\varphi(k)$ be the contribution of $k$, a vector in a real vector space $V$, and let $\rho(g)$ be the linear operator by which $g$ acts on $V$. Assume covariance,

$$\varphi(gk)=\rho(g)\,\varphi(k).$$

Then, with $|G|$ the number of operations,

$$\sum_{g\in G}\varphi(gk)=|G|\,\varphi(k)\quad\Longleftrightarrow\quad \rho(g)\varphi(k)=\varphi(k)\ \text{ for all } g\in G.$$

So for a finite group and a covariant contribution, taken one k-point at a time, the weight does the whole work only if the contribution is itself invariant. Otherwise the weighted value differs from the sum $\sum_g\rho(g)\varphi(k)$, and symmetrisation restores that sum by averaging the weighted value over the group: $\frac{1}{|G|}\sum_g\rho(g)\bigl(|G|\,\varphi(k)\bigr)=\sum_g\rho(g)\varphi(k)$.

Q: One direction is obvious. Why can't the sum come out right by accident for a contribution that isn't invariant?

A: Because the sum is always invariant. Call it $S$ and apply any $h\in G$:

$$\rho(h)S=\sum_g\rho(h)\varphi(gk)=\sum_g\varphi(hgk)=\sum_{g'}\varphi(g'k)=S.$$

The second step is covariance at the point $gk$. The third sets $g'=hg$, which runs over the group once as $g$ does. Now suppose $S=w\,\varphi(k)$ with a real number $w\neq0$. Then

$$w\,\rho(g)\varphi(k)=\rho(g)\bigl(w\,\varphi(k)\bigr)=w\,\varphi(k),$$

and dividing by $w$ gives $\rho(g)\varphi(k)=\varphi(k)$. Taking $w=|G|$ proves the direction you asked about. For the obvious one, invariance gives $\varphi(gk)=\rho(g)\varphi(k)=\varphi(k)$, so $S$ consists of $|G|$ equal terms.

Q: Now the code. I suspect that the physics gets lost in the types.

A: The types say very little, which leaves you free to choose the physics. `K` is the set of k-points, and `MulAction G K` says that the operations act on it. `V` is any real vector space, and `W` is a second one, used later for observables.

```lean
import Mathlib

open Finset

namespace KPointWeights

noncomputable section

variable {G K V W : Type*} [Group G] [MulAction G K]
  [AddCommGroup V] [Module ℝ V] [AddCommGroup W] [Module ℝ W]
```

Q: No lattice, no Hamiltonian, no plane waves. How is this about my calculation?

A: They enter through the choice of `K`, `V` and `ρ`. You may take k-points modulo reciprocal lattice vectors for `K`. For the density, `V` can be a space of real functions on the cell, since no finite dimension is required. A point operation without a fractional translation then acts by $(\rho(g)n)(\mathbf r)=n(g^{-1}\mathbf r)$. For forces, `ρ g` rotates each force vector and hands it to the image atom. The type `G →* Module.End ℝ V` says that each operation acts linearly and that products of operations become products of operators.

The link between the two actions is a definition:

```lean
/-- A quantity `φ` on k-points is covariant if its value at the rotated point `g k` is the
value at `k` transformed by the linear operator `ρ g`. -/
def Covariant (ρ : G →* Module.End ℝ V) (φ : K → V) : Prop :=
  ∀ (g : G) (k : K), φ (g • k) = ρ g (φ k)
```

Q: So covariance is put in by hand.

A: Yes, it is a hypothesis of the theorems. It stands for the symmetry of the crystal Hamiltonian: the states at $gk$ are the transformed states at $k$, with the same energies and occupations. To apply the result you must check this for your own quantity. In particular, $\varphi(k)$ must be a well-defined function of $k$, so a degenerate set of bands should enter as a whole.

The other side of the equivalence is this:

```lean
/-- A vector is invariant if every symmetry operation leaves it unchanged. -/
def Invariant (ρ : G →* Module.End ℝ V) (v : V) : Prop :=
  ∀ g : G, ρ g v = v
```

The sum has one term for each operation:

```lean
/-- The sum of `φ` over all symmetry images `g k` of a k-point, one term for each
operation `g` of the group. -/
def groupSum (G : Type*) {K V : Type*} [Group G] [Fintype G] [MulAction G K]
    [AddCommGroup V] (φ : K → V) (k : K) : V :=
  ∑ g : G, φ (g • k)
```

Q: One term per operation? If $k$ lies on a mirror plane, two operations send it to the same point, and you count that point twice.

A: That is the convention of `groupSum`, and its matching weight is the order of the group. The sum over distinct points gets its own theorem below. First come the two steps of the hand proof, beginning with the division by $w$:

```lean
/-- If a nonzero multiple of a vector is invariant, the vector itself is invariant. -/
theorem invariant_of_smul {ρ : G →* Module.End ℝ V} {v : V} {w : ℝ} (hw : w ≠ 0)
    (h : Invariant ρ (w • v)) : Invariant ρ v := by
  intro g
  have h1 : w • ρ g v = w • v := by
    rw [← map_smul]
    exact h g
  rw [← inv_smul_smul₀ hw (ρ g v), h1, inv_smul_smul₀ hw]
```

Here `map_smul` moves the number $w$ through the linear operator, and `inv_smul_smul₀` cancels it, using `hw : w ≠ 0`. Next comes the invariance of the sum:

```lean
/-- The group sum of a covariant quantity is invariant. -/
theorem groupSum_invariant [Fintype G] {ρ : G →* Module.End ℝ V} {φ : K → V}
    (hφ : Covariant ρ φ) (k : K) : Invariant ρ (groupSum G φ k) := by
  intro h
  unfold groupSum
  rw [map_sum]
  -- left multiplication by `h` only permutes the terms
  refine Fintype.sum_equiv (Equiv.mulLeft h) _ _ (fun g => ?_)
  rw [Equiv.coe_mulLeft, mul_smul, hφ h (g • k)]
```

`map_sum` takes $\rho(h)$ inside the sum. `Equiv.mulLeft h` is the relabelling $g\mapsto hg$, and the last line checks term by term that $\rho(h)\varphi(gk)=\varphi(hgk)$.

Q: And the criterion itself?

A: It reads as I stated it, with `Fintype.card G` for $|G|$:

```lean
/-- For a covariant quantity, the group sum equals the group order times the value at `k`
if and only if that value is invariant. -/
theorem groupSum_eq_card_smul_iff [Fintype G] {ρ : G →* Module.End ℝ V} {φ : K → V}
    (hφ : Covariant ρ φ) (k : K) :
    groupSum G φ k = (Fintype.card G : ℝ) • φ k ↔ Invariant ρ (φ k) := by
  constructor
  · intro h
    have hc : (Fintype.card G : ℝ) ≠ 0 := Nat.cast_ne_zero.mpr Fintype.card_ne_zero
    exact invariant_of_smul hc (h ▸ groupSum_invariant hφ k)
  · intro h
    have h1 : ∀ g : G, φ (g • k) = φ k := fun g => (hφ g k).trans (h g)
    unfold groupSum
    rw [Finset.sum_congr rfl (fun g _ => h1 g), Finset.sum_const, Finset.card_univ,
      Nat.cast_smul_eq_nsmul]
```

The first half rewrites the invariant sum as $|G|\,\varphi(k)$ by means of `h ▸` and passes it to `invariant_of_smul`. A group contains at least its identity, so its order is not zero. The second half replaces every term by $\varphi(k)$ and counts them.

Q: That excludes one particular weight. Perhaps some other number works for a contribution that isn't invariant.

A: No nonzero real number does:

```lean
/-- For a covariant quantity, some nonzero real weight turns the value at `k` into the group sum if
and only if that value is invariant. -/
theorem exists_weight_iff [Fintype G] {ρ : G →* Module.End ℝ V} {φ : K → V}
    (hφ : Covariant ρ φ) (k : K) :
    (∃ w : ℝ, w ≠ 0 ∧ groupSum G φ k = w • φ k) ↔ Invariant ρ (φ k) := by
  constructor
  · rintro ⟨w, hw, h⟩
    exact invariant_of_smul hw (h ▸ groupSum_invariant hφ k)
  · intro h
    exact ⟨Fintype.card G, Nat.cast_ne_zero.mpr Fintype.card_ne_zero,
      (groupSum_eq_card_smul_iff hφ k).mpr h⟩
```

The forward direction is the same cancellation with a general $w$, and the backward direction supplies the group order as the weight.

Q: Why exclude zero? It looks like a technicality.

A: It has physical content. Take a band velocity in a crystal with inversion symmetry. The contributions of $k$ and $-k$ cancel, so the sum is zero times the value at $k$, although that value changes sign under inversion. A zero weight reproduces the sum there and says nothing about invariance.

Q: And if a nonzero weight works, is it fixed?

A: It is, provided that $\varphi(k)\neq0$. By the two results above, $w\,\varphi(k)=S=|G|\,\varphi(k)$, hence $(w-|G|)\,\varphi(k)=0$ and $w=|G|$. If $\varphi(k)=0$, every weight gives the right answer, namely zero.

```lean
/-- If a covariant quantity is nonzero at `k`, a nonzero real weight that turns its value there into
its group sum must be the order of the group. -/
theorem weight_eq_card [Fintype G] {ρ : G →* Module.End ℝ V} {φ : K → V}
    (hφ : Covariant ρ φ) {k : K} (hk : φ k ≠ 0) {w : ℝ} (hw : w ≠ 0)
    (h : groupSum G φ k = w • φ k) : w = Fintype.card G := by
  have h1 := (groupSum_eq_card_smul_iff hφ k).mpr ((exists_weight_iff hφ k).mp ⟨w, hw, h⟩)
  have h2 : (w - (Fintype.card G : ℝ)) • φ k = 0 := by
    rw [sub_smul, ← h, ← h1, sub_self]
  exact sub_eq_zero.mp ((smul_eq_zero.mp h2).resolve_right hk)
```

The proof follows that line: `h2` is the equation with the difference of the weights, and `smul_eq_zero` says that one of the two factors must vanish.

Q: Back to my mirror plane. My mesh contains each k-point once, so my weight is the number of points in the star, not the order of the group.

A: The star is the set of distinct images of $k$, which Lean calls `MulAction.orbit G k`. Write $N$ for the number of its points. The criterion keeps its form:

$$\sum_{q\in\text{star}}\varphi(q)=N\,\varphi(k)\quad\Longleftrightarrow\quad\varphi(k)\ \text{is invariant}.$$

By hand, $\rho(g)\sum_q\varphi(q)=\sum_q\varphi(gq)=\sum_q\varphi(q)$, because $g$ permutes the star. So the sum is invariant, and if it equals $N\varphi(k)$, cancelling $N\ge1$ shows that $\varphi(k)$ is invariant too. Conversely, every $q$ in the star is some $gk$, so invariance gives $\varphi(q)=\rho(g)\varphi(k)=\varphi(k)$, and the $N$ terms are equal.

```lean
/-- The sum of a covariant quantity over the distinct points of the star of `k` equals the
number of these points times the value at `k` if and only if that value is invariant. -/
theorem starSum_eq_card_smul_iff {ρ : G →* Module.End ℝ V} {φ : K → V}
    (hφ : Covariant ρ φ) (k : K) [Fintype (MulAction.orbit G k)] :
    ∑ q : MulAction.orbit G k, φ q = (Fintype.card (MulAction.orbit G k) : ℝ) • φ k ↔
      Invariant ρ (φ k) := by
  constructor
  · intro h
    have : Nonempty (MulAction.orbit G k) := ⟨⟨k, MulAction.mem_orbit_self k⟩⟩
    have hc : (Fintype.card (MulAction.orbit G k) : ℝ) ≠ 0 :=
      Nat.cast_ne_zero.mpr Fintype.card_ne_zero
    -- each operation permutes the points of the star
    have hs : Invariant ρ (∑ q : MulAction.orbit G k, φ q) := by
      intro g
      rw [map_sum]
      exact Fintype.sum_equiv (MulAction.toPerm g : Equiv.Perm (MulAction.orbit G k))
        _ _ (fun q => (hφ g q).symm)
    exact invariant_of_smul hc (h ▸ hs)
  · intro h
    have h1 : ∀ q : MulAction.orbit G k, φ q = φ k := by
      intro q
      obtain ⟨g, hg⟩ := q.2
      have hq : g • k = (q : K) := hg
      rw [← hq, hφ g k, h g]
    rw [Finset.sum_congr rfl (fun q _ => h1 q), Finset.sum_const, Finset.card_univ,
      Nat.cast_smul_eq_nsmul]
```

`MulAction.toPerm g` is the permutation of the star by $g$. In the converse, `obtain ⟨g, hg⟩ := q.2` finds the operation that carries $k$ to $q$. Only the star has to be finite here. Codes usually divide the weights by the number of points in the full mesh, which multiplies both sides by the same constant.

Q: Does this mean that my total over the mesh is wrong whenever one contribution isn't invariant?

A: Not necessarily, since the criterion treats one star at a time. Errors from different stars can cancel. Take the odd quantity $\varphi(k)=k$ under inversion, with representatives $1$, $2$ and $-3$. Each weighted term is wrong, yet $2(1+2-3)=0$ is the correct total. Such a cancellation depends on which representatives were chosen.

Q: The density isn't invariant k-point by k-point, yet I get the electron number from weights alone. Doesn't that contradict you?

A: It doesn't, because the electron number is a linear observable that takes the same value on a density and on its transformed copy. Let $L:V\to W$ be linear with $L(\rho(g)v)=L(v)$ for all $g$ and $v$. Then

$$L\Bigl(\sum_g\varphi(gk)\Bigr)=\sum_gL\bigl(\rho(g)\varphi(k)\bigr)=\sum_gL(\varphi(k))=|G|\,L(\varphi(k)).$$

Nothing is asked of $\varphi(k)$ beyond covariance. For the electron number, $L$ integrates the density over the cell.

```lean
/-- If a linear observable `L` takes the same value on `v` and `ρ g v` for all `g` and `v`, then its
value on the group sum of a covariant quantity `φ` is the group order times `L (φ k)`. -/
theorem observable_groupSum [Fintype G] {ρ : G →* Module.End ℝ V} {φ : K → V}
    (hφ : Covariant ρ φ) (L : V →ₗ[ℝ] W) (hL : ∀ g v, L (ρ g v) = L v) (k : K) :
    L (groupSum G φ k) = (Fintype.card G : ℝ) • L (φ k) := by
  have h1 : ∀ g : G, L (φ (g • k)) = L (φ k) := fun g => by rw [hφ g k, hL]
  unfold groupSum
  rw [map_sum, Finset.sum_congr rfl (fun g _ => h1 g), Finset.sum_const, Finset.card_univ,
    Nat.cast_smul_eq_nsmul]
```

The hypothesis `hL` is the invariance of the observable. The proof makes all terms equal through `h1` and then counts them.

Q: One last doubt. A theorem with hypotheses can be empty. Show me a covariant quantity for which the criterion gives both answers.

A: Put inversion on a one-dimensional k axis. The group is `ℤˣ`, whose two elements are $1$ and $-1$, and it acts on real $k$ by multiplication. On pairs, let $\rho(-1)(a,b)=(-a,b)$:

```lean
/-- The two-element group `{1, -1}` acting on pairs: `-1` reverses the first component and
keeps the second. -/
def inversionRep : ℤˣ →* Module.End ℝ (ℝ × ℝ) where
  toFun u := LinearMap.prodMap (((u : ℤ) : ℝ) • LinearMap.id) LinearMap.id
  map_one' := by
    apply LinearMap.ext
    intro x
    simp
  map_mul' u v := by
    apply LinearMap.ext
    intro x
    simp [mul_assoc]
```

The quantity is $\varphi(k)=(k,k^2)$. For a free-electron band, the first component is proportional to the velocity and the second to the energy.

```lean
/-- The pair `(k, k²)` on a one-dimensional k axis. -/
def oddEven (k : ℝ) : ℝ × ℝ := (k, k ^ 2)
```

Covariance holds because $\varphi(-k)=(-k,k^2)=\rho(-1)\varphi(k)$, while the identity changes nothing. The group sum is

$$(k,k^2)+(-k,k^2)=(0,2k^2),$$

whereas the weight alone gives $2\varphi(k)=(2k,2k^2)$. The energy component is right and the velocity component is wrong, unless $k=0$. Invariance gives the same verdict: $(-k,k^2)=(k,k^2)$ forces $-k=k$, so $k=0$, and $\varphi(0)=(0,0)$ is indeed invariant.

```lean
/-- Under inversion of the k axis the pair `(k, k²)` is covariant, its group sum is
`(0, 2k²)`, and it is invariant only at `k = 0`. -/
theorem covariant_witness :
    Covariant inversionRep oddEven ∧
    (∀ k : ℝ, groupSum ℤˣ oddEven k = (0, 2 * k ^ 2)) ∧
    (∀ k : ℝ, Invariant inversionRep (oddEven k) ↔ k = 0) := by
  refine ⟨?_, ?_, ?_⟩
  · intro u k
    rcases Int.units_eq_one_or u with rfl | rfl <;>
      simp [inversionRep, oddEven, Units.smul_def]
  · intro k
    have hu : (Finset.univ : Finset ℤˣ) = {1, -1} := by decide
    unfold groupSum
    rw [hu, Finset.sum_pair (by decide)]
    simp [oddEven, Units.smul_def, two_mul]
  · intro k
    constructor
    · intro h
      have h1 : -k = k := by
        simpa [inversionRep, oddEven] using congrArg Prod.fst (h (-1))
      linarith
    · rintro rfl u
      simp [inversionRep, oddEven]

end

end KPointWeights
```

The three parts of the proof follow these three computations. Covariance is checked for $u=1$ and $u=-1$ separately. The sum is written out over the two group elements. For invariance, comparing first components under inversion gives $-k=k$, from which `linarith` obtains $k=0$.

Q: So at $k=0$ the weight suffices because the point doesn't move?

A: Yes, and the same holds for any covariant quantity at a k-point that every operation leaves in place. There $\varphi(k)=\varphi(gk)=\rho(g)\varphi(k)$, so covariance already makes the value invariant. At a general k-point, you have to look at the quantity itself.

```lean
#print axioms KPointWeights.weight_eq_card
#print axioms KPointWeights.starSum_eq_card_smul_iff
#print axioms KPointWeights.observable_groupSum
```

```
'KPointWeights.weight_eq_card' depends on axioms: [propext, Classical.choice, Quot.sound]
'KPointWeights.starSum_eq_card_smul_iff' depends on axioms: [propext, Classical.choice, Quot.sound]
'KPointWeights.observable_groupSum' depends on axioms: [propext, Classical.choice, Quot.sound]
```
